# For strictly increasing current–potential curves, a larger cathode raises the mixed potential and the corrosion current density

For two metals joined in an electrolyte and supplied with no current from outside, each surface is represented here by a single curve of current density against one shared electrode potential, with anodic current counted as positive, and the areas enter only through the cathode-to-anode ratio s. If both curves are continuous and strictly increasing, and each vanishes at some potential, the anode's at a lower one than the cathode's, then a larger s gives a higher potential of the couple and a larger current density at the anode.

```lean
import Mathlib

open Set

namespace GalvanicCorrosion

noncomputable section

/-- Net current per unit anode area at potential `E`, for an anode of current density `f` joined
to a cathode of current density `g` whose area is `s` times that of the anode. -/
def netCurrent (f g : ℝ → ℝ) (s E : ℝ) : ℝ := f E + s * g E

/-- `E` is a mixed potential of the couple: the net current vanishes there. -/
def IsMixedPotential (f g : ℝ → ℝ) (s E : ℝ) : Prop := netCurrent f g s E = 0

/-- The Butler-Volmer current density with exchange current density `i₀`, anodic and cathodic
exponents `a` and `b`, and equilibrium potential `E₀`. -/
def butlerVolmer (i₀ a b E₀ E : ℝ) : ℝ :=
  i₀ * (Real.exp (a * (E - E₀)) - Real.exp (-(b * (E - E₀))))

variable {f g : ℝ → ℝ} {E₁ E₂ s t E E' : ℝ}

/-- If both current densities increase strictly with potential, so does the net current, for
every positive area ratio. -/
theorem netCurrent_strictMono (hf : StrictMono f) (hg : StrictMono g) (hs : 0 < s) :
    StrictMono (netCurrent f g s) := by
  intro x y hxy
  have h1 : f x < f y := hf hxy
  have h2 : s * g x < s * g y := mul_lt_mul_of_pos_left (hg hxy) hs
  unfold netCurrent
  linarith

/-- For strictly increasing current densities that vanish at `E₁ < E₂` respectively, and a
positive area ratio, a mixed potential lies strictly between `E₁` and `E₂`. -/
theorem mixedPotential_mem_Ioo (hf : StrictMono f) (hg : StrictMono g)
    (hf0 : f E₁ = 0) (hg0 : g E₂ = 0) (h12 : E₁ < E₂) (hs : 0 < s)
    (hE : IsMixedPotential f g s E) : E ∈ Ioo E₁ E₂ := by
  have hmono := netCurrent_strictMono hf hg hs
  have hE0 : netCurrent f g s E = 0 := hE
  have hfp : f E₁ < f E₂ := hf h12
  have hgn : g E₁ < g E₂ := hg h12
  constructor
  · -- at `E₁` only the cathodic current flows
    apply hmono.lt_iff_lt.1
    rw [hE0]
    unfold netCurrent
    rw [hf0, zero_add]
    exact mul_neg_of_pos_of_neg hs (by linarith)
  · -- at `E₂` only the anodic current flows
    apply hmono.lt_iff_lt.1
    rw [hE0]
    unfold netCurrent
    rw [hg0, mul_zero, add_zero]
    linarith

/-- For continuous, strictly increasing current densities that vanish at `E₁ < E₂` respectively,
there is exactly one mixed potential for each positive area ratio. -/
theorem existsUnique_mixedPotential (hfc : Continuous f) (hgc : Continuous g)
    (hf : StrictMono f) (hg : StrictMono g)
    (hf0 : f E₁ = 0) (hg0 : g E₂ = 0) (h12 : E₁ < E₂) (hs : 0 < s) :
    ∃! E, IsMixedPotential f g s E := by
  have hc : Continuous (netCurrent f g s) := by
    show Continuous fun E => f E + s * g E
    fun_prop
  have hfp : f E₁ < f E₂ := hf h12
  have hgn : g E₁ < g E₂ := hg h12
  have h1 : netCurrent f g s E₁ ≤ 0 := by
    unfold netCurrent
    rw [hf0, zero_add]
    exact (mul_neg_of_pos_of_neg hs (by linarith)).le
  have h2 : 0 ≤ netCurrent f g s E₂ := by
    unfold netCurrent
    rw [hg0, mul_zero, add_zero]
    linarith
  -- the net current changes sign between the two equilibrium potentials
  obtain ⟨E, -, hE⟩ := intermediate_value_Icc h12.le hc.continuousOn ⟨h1, h2⟩
  refine ⟨E, hE, fun y hy => ?_⟩
  have hy0 : netCurrent f g s y = 0 := hy
  exact (netCurrent_strictMono hf hg hs).injective (hy0.trans hE.symm)

/-- For strictly increasing current densities that vanish at `E₁ < E₂` respectively, enlarging the
cathode relative to the anode, from one positive area ratio to a larger one, raises the mixed
potential. -/
theorem mixedPotential_lt (hf : StrictMono f) (hg : StrictMono g)
    (hf0 : f E₁ = 0) (hg0 : g E₂ = 0) (h12 : E₁ < E₂) (hs : 0 < s) (hst : s < t)
    (hE : IsMixedPotential f g s E) (hE' : IsMixedPotential f g t E') : E < E' := by
  have hmem := mixedPotential_mem_Ioo hf hg hf0 hg0 h12 hs hE
  have hgE : g E < g E₂ := hg hmem.2
  have hE0 : f E + s * g E = 0 := hE
  have hE0' : netCurrent f g t E' = 0 := hE'
  -- the added cathode area makes the net current at the old potential negative
  have hneg : (t - s) * g E < 0 :=
    mul_neg_of_pos_of_neg (by linarith) (by linarith)
  apply (netCurrent_strictMono hf hg (hs.trans hst)).lt_iff_lt.1
  rw [hE0']
  unfold netCurrent
  linarith

/-- Area effect in galvanic corrosion: for continuous, strictly increasing current densities that
vanish at `E₁ < E₂` respectively, the mixed potential is a function `φ` of the positive area
ratio with values strictly between `E₁` and `E₂`. Both `φ` and the corrosion current density
`f (φ s)` increase strictly with the area ratio. -/
theorem galvanic_area_effect (hfc : Continuous f) (hgc : Continuous g)
    (hf : StrictMono f) (hg : StrictMono g)
    (hf0 : f E₁ = 0) (hg0 : g E₂ = 0) (h12 : E₁ < E₂) :
    ∃ φ : ℝ → ℝ,
      (∀ s, 0 < s → ∀ E, IsMixedPotential f g s E ↔ E = φ s) ∧
      (∀ s, 0 < s → φ s ∈ Ioo E₁ E₂) ∧
      StrictMonoOn φ (Ioi 0) ∧
      StrictMonoOn (fun s => f (φ s)) (Ioi 0) := by
  have hex : ∀ s : ℝ, ∃ E, 0 < s → IsMixedPotential f g s E := by
    intro s
    by_cases hs : 0 < s
    · obtain ⟨E, hE, -⟩ := existsUnique_mixedPotential hfc hgc hf hg hf0 hg0 h12 hs
      exact ⟨E, fun _ => hE⟩
    · exact ⟨0, fun h => absurd h hs⟩
  choose φ hφ using hex
  have hmono : StrictMonoOn φ (Ioi 0) := fun s hs t ht hst =>
    mixedPotential_lt hf hg hf0 hg0 h12 hs hst (hφ s hs) (hφ t ht)
  refine ⟨φ, fun s hs E => ⟨fun hE => ?_, fun hE => ?_⟩, fun s hs => ?_, hmono, ?_⟩
  · exact (existsUnique_mixedPotential hfc hgc hf hg hf0 hg0 h12 hs).unique hE (hφ s hs)
  · rw [hE]
    exact hφ s hs
  · exact mixedPotential_mem_Ioo hf hg hf0 hg0 h12 hs (hφ s hs)
  · exact fun s hs t ht hst => hf (hmono hs ht hst)

/-- For strictly increasing current densities that vanish at `E₁` and `E₂` respectively, each
potential strictly between `E₁` and `E₂` is a mixed potential for exactly one positive area
ratio. -/
theorem existsUnique_areaRatio (hf : StrictMono f) (hg : StrictMono g)
    (hf0 : f E₁ = 0) (hg0 : g E₂ = 0) (hE : E ∈ Ioo E₁ E₂) :
    ∃! s, 0 < s ∧ IsMixedPotential f g s E := by
  have h1 : f E₁ < f E := hf hE.1
  have h2 : g E < g E₂ := hg hE.2
  have hfE : 0 < f E := by linarith
  have hgE : g E < 0 := by linarith
  refine ⟨f E / (-g E), ⟨div_pos hfE (by linarith), ?_⟩, ?_⟩
  · have h3 : f E / (-g E) * (-g E) = f E := div_mul_cancel₀ _ (by linarith)
    show f E + f E / (-g E) * g E = 0
    linarith
  · rintro r ⟨-, hr⟩
    have hr0 : f E + r * g E = 0 := hr
    rw [eq_div_iff (by linarith : -g E ≠ 0)]
    linarith

/-- For continuous `f`, strictly increasing `f` and `g`, and zeros of `f` and `g` at `E₁ < E₂`
respectively, the corrosion current densities attainable with positive area ratios are exactly
those strictly between `0` and `f E₂`. -/
theorem attainable_corrosion_current (hfc : Continuous f)
    (hf : StrictMono f) (hg : StrictMono g)
    (hf0 : f E₁ = 0) (hg0 : g E₂ = 0) (h12 : E₁ < E₂) (c : ℝ) :
    (∃ s E, 0 < s ∧ IsMixedPotential f g s E ∧ f E = c) ↔ c ∈ Ioo 0 (f E₂) := by
  constructor
  · rintro ⟨s, E, hs, hE, rfl⟩
    have hmem := mixedPotential_mem_Ioo hf hg hf0 hg0 h12 hs hE
    have h1 : f E₁ < f E := hf hmem.1
    exact ⟨by linarith, hf hmem.2⟩
  · intro hc
    have hc' : c ∈ Ioo (f E₁) (f E₂) := ⟨by linarith [hc.1], hc.2⟩
    obtain ⟨E, hE, hfE⟩ := intermediate_value_Ioo h12.le hfc.continuousOn hc'
    obtain ⟨s, ⟨hs, hmix⟩, -⟩ := existsUnique_areaRatio hf hg hf0 hg0 hE
    exact ⟨s, E, hs, hmix, hfE⟩

/-- With positive exchange current density and positive exponents, the Butler-Volmer current
density is continuous, strictly increasing, and zero at the equilibrium potential. -/
theorem butlerVolmer_witness {i₀ a b : ℝ} (hi : 0 < i₀) (ha : 0 < a) (hb : 0 < b) (E₀ : ℝ) :
    Continuous (butlerVolmer i₀ a b E₀) ∧ StrictMono (butlerVolmer i₀ a b E₀) ∧
      butlerVolmer i₀ a b E₀ E₀ = 0 := by
  refine ⟨?_, fun x y hxy => ?_, by simp [butlerVolmer]⟩
  · show Continuous fun E => i₀ * (Real.exp (a * (E - E₀)) - Real.exp (-(b * (E - E₀))))
    fun_prop
  · have h1 : Real.exp (a * (x - E₀)) < Real.exp (a * (y - E₀)) :=
      Real.exp_lt_exp.2 (by nlinarith)
    have h2 : Real.exp (-(b * (y - E₀))) < Real.exp (-(b * (x - E₀))) :=
      Real.exp_lt_exp.2 (by nlinarith)
    exact mul_lt_mul_of_pos_left (by linarith) hi

/-- For linear polarization with positive resistances `R₁`, `R₂` (per unit area) and a positive
area ratio, the mixed potential is the weighted mean of `E₁` and `E₂` with weights `R₂` and
`s * R₁`. -/
theorem linear_polarization {R₁ R₂ : ℝ} (h1 : 0 < R₁) (h2 : 0 < R₂) (hs : 0 < s) :
    IsMixedPotential (fun x => (x - E₁) / R₁) (fun x => (x - E₂) / R₂) s E ↔
      E = (R₂ * E₁ + s * R₁ * E₂) / (R₂ + s * R₁) := by
  have hsum : R₂ + s * R₁ ≠ 0 := by positivity
  have hprod : R₁ * R₂ ≠ 0 := by positivity
  have key : (E - E₁) / R₁ + s * ((E - E₂) / R₂) =
      (E * (R₂ + s * R₁) - (R₂ * E₁ + s * R₁ * E₂)) / (R₁ * R₂) := by
    field_simp
    ring
  show (E - E₁) / R₁ + s * ((E - E₂) / R₂) = 0 ↔ _
  rw [key, div_eq_iff hprod, zero_mul, sub_eq_zero, eq_div_iff hsum]

end

end GalvanicCorrosion
```

```lean
#print axioms GalvanicCorrosion.mixedPotential_lt
#print axioms GalvanicCorrosion.galvanic_area_effect
#print axioms GalvanicCorrosion.attainable_corrosion_current
#print axioms GalvanicCorrosion.linear_polarization
```

```
'GalvanicCorrosion.mixedPotential_lt' depends on axioms: [propext, Classical.choice, Quot.sound]
'GalvanicCorrosion.galvanic_area_effect' depends on axioms: [propext, Classical.choice, Quot.sound]
'GalvanicCorrosion.attainable_corrosion_current' depends on axioms: [propext, Classical.choice, Quot.sound]
'GalvanicCorrosion.linear_polarization' depends on axioms: [propext, Classical.choice, Quot.sound]
```

## The zero-current condition and its unique solution

The function f gives the current density of the anode and g that of the cathode, both as functions of the potential E. Anodic current counts as positive on both surfaces, so a cathode that is consuming electrons has g(E) < 0. If the areas are A₁ for the anode and A₂ for the cathode, a couple that receives no current from an outside source obeys

A₁ f(E) + A₂ g(E) = 0.

Division by A₁, with s = A₂/A₁, gives

f(E) + s g(E) = 0.

The left side is `netCurrent f g s E`, and `IsMixedPotential f g s E` states that it is zero. Potentials, current densities and the area ratio are all real numbers in Lean, so the choice of consistent units is left to the reader.

The hypotheses `hf0` and `hg0` say that f(E₁) = 0 and g(E₂) = 0: each metal, when isolated, carries no net current at its own potential. The hypothesis `h12` says that E₁ < E₂, which makes the first metal the anode. `StrictMono` and `Continuous` are required on the whole real line.

The main theorem, `galvanic_area_effect`, provides a function φ with four properties:

- For each s > 0, a real number E is a mixed potential exactly when E = φ(s). This covers existence, and also uniqueness among all real potentials.
- For each s > 0, φ(s) lies strictly between E₁ and E₂.
- φ increases strictly on the positive area ratios, which Lean writes as `Ioi 0`.
- The corrosion current density f(φ(s)) increases strictly there too.

For s ≤ 0 the theorem says nothing about φ.

## What the curves stand for in a corroding couple

The quantity called the corrosion current density is the net current density of the anode. It measures the rate of metal loss when dissolution and its reverse are the only reactions on that surface. It is a current per unit anode area, and the theorem makes no claim about the total current.

Strict monotonicity is a condition on the electrode kinetics: a more positive potential always drives more net oxidation. A metal that passivates has a range in which its current falls as the potential rises, and an ideal diffusion-limited plateau is flat, so neither curve meets the hypothesis.

The Butler–Volmer law does meet it. In `butlerVolmer`,

i(E) = i₀ (exp(a(E − E₀)) − exp(−b(E − E₀))),

where i₀ is the exchange current density and E₀ the equilibrium potential. The letters a and b are not the bare transfer coefficients of the textbooks; they are inverse voltages that already contain the factor F/(RT), with F the Faraday constant, R the gas constant and T the temperature. `butlerVolmer_witness` shows that for positive i₀, a and b this curve is continuous, strictly increasing and zero at E₀. Two such laws with E₁ < E₂ can therefore serve as f and g.

The model also makes assumptions that do not appear as hypotheses of the theorems. Both surfaces are taken to be uniform and to sit at the same E, with no ohmic drop in the solution between them, and the two curves are taken to stay the same when the area ratio changes.

In a simulation that treats the couple as two uniform electrodes with continuous, strictly increasing curves, E₁ and E₂ bracket the only root of the net current, so bisection between them is a sound way to find it.

## Existence, uniqueness and the bracket

Write h(E) = f(E) + s g(E) with s > 0. If x < y, then f(x) < f(y) and s g(x) < s g(y). Adding these gives h(x) < h(y), so the net current increases strictly with potential. This is `netCurrent_strictMono`; the positivity of s enters through `mul_lt_mul_of_pos_left`, and `linarith` adds the two inequalities.

At the two ends,

h(E₁) = s g(E₁) < 0, because g(E₁) < g(E₂) = 0,

h(E₂) = f(E₂) > 0, because f(E₂) > f(E₁) = 0.

If h(E) = 0, then h(E₁) < h(E) < h(E₂), and since h is strictly increasing, E₁ < E < E₂. `mixedPotential_mem_Ioo` follows this argument: `hmono.lt_iff_lt.1` replaces each comparison of potentials by a comparison of net currents, which the signs above settle. Continuity plays no part so far.

For existence, h is continuous and changes sign between E₁ and E₂, so it has a zero there. In `existsUnique_mixedPotential` this is the call to `intermediate_value_Icc`. Two zeros of h would be two potentials with the same net current, which strict monotonicity forbids; Lean uses the injectivity of a strictly increasing function.

## Why a larger cathode moves the potential up

Let 0 < s < t, let E be a mixed potential for s and E′ one for t. At the old potential E, the net current with the larger cathode is

f(E) + t g(E) = (f(E) + s g(E)) + (t − s) g(E) = (t − s) g(E).

Since E < E₂, we have g(E) < 0, and the right side is negative. At E′ the same net current is zero. It increases strictly with potential, so E < E′. In physical terms, the added cathode area draws extra cathodic current at the old potential. At a higher potential the anode supplies more current and each unit of cathode area draws less, and the new mixed potential is where the two balance.

This is `mixedPotential_lt`, where `hneg` records the sign of (t − s) g(E). Applying f to E < E′ gives f(E) < f(E′), the increase of the corrosion current density.

`galvanic_area_effect` assembles these facts. It first shows that for every real s there is an E which is a mixed potential whenever s > 0, and `choose` then turns this family of statements into the function φ. The four properties follow from the earlier theorems.

## Which potentials and currents can be reached

Fix a potential E strictly between E₁ and E₂. There f(E) > 0 and g(E) < 0, and the zero-current condition can be solved for the area ratio:

s = f(E) / (−g(E)).

This is positive, and it is the only solution. `existsUnique_areaRatio` supplies this quotient as the witness and recovers it from any other solution by clearing the denominator.

`attainable_corrosion_current` then identifies the possible corrosion current densities as exactly the values c with 0 < c < f(E₂). In one direction, a mixed potential lies between E₁ and E₂, so 0 = f(E₁) < f(E) < f(E₂). In the other, the continuity of f gives a potential E in the open interval with f(E) = c, through `intermediate_value_Ioo`, and the previous result gives the area ratio that produces it. The upper limit f(E₂) is the current density of the anode held at the cathode's own zero-current potential, and no finite cathode reaches it.

## Linear polarization in closed form

Suppose that both curves are straight lines,

f(E) = (E − E₁)/R₁ and g(E) = (E − E₂)/R₂,

with R₁ and R₂ positive. These are polarization resistances for unit area, with the unit of resistance times area. Multiplying the zero-current condition by R₁R₂ gives

R₂(E − E₁) + s R₁(E − E₂) = 0,

and collecting the terms in E gives

E = (R₂E₁ + s R₁E₂) / (R₂ + s R₁).

`linear_polarization` states that this is equivalent to the zero-current condition for every s > 0, whatever the order of E₁ and E₂. In its proof, `key` puts the net current over the common denominator R₁R₂, after which only the numerator has to vanish. The mixed potential is thus a weighted mean of E₁ and E₂ with weights R₂ and s R₁, and the ratio of the second weight to the first is proportional to s.
